# Andreev levels in a ballistic SNS junction: one per allowed quantum number, and a ladder at large length

Units have $\hbar=1$, and energies $E$ are measured from the Fermi level. The normal region has length $L$ and velocity $v$; both superconductors have gap $\Delta$, with phase difference $\varphi$.

```lean
import Mathlib

open Real Set Filter Topology

namespace LongJunctionAndreev

noncomputable section
```

These lines load Mathlib and open a namespace.

```lean
/-- Phase gathered in one round trip at energy `E` in a junction of length `L`, with velocity `v`
and gap `Δ` (units with ħ = 1): propagation plus two Andreev reflections, leaving out the
contribution of the superconducting phase difference. The domain is `v ≠ 0`, `Δ > 0`, `|E| ≤ Δ`. -/
def roundTripPhase (L v Δ E : ℝ) : ℝ := 2 * E * L / v - 2 * Real.arccos (E / Δ)
```

The round-trip phase is
$$\theta(E)=\frac{2EL}{v}-2\arccos\frac{E}{\Delta},$$
that is, propagation plus two Andreev reflections, leaving out the superconducting phases. These add $-\varphi$ for the direction of circulation used here, so the total phase is $\theta(E)-\varphi$, which must be a multiple of $2\pi$. All arguments are real numbers (`ℝ`).

```lean
/-- `E` is an Andreev level with integer `n` at phase difference `φ`: it lies in the closed gap
and its round-trip phase is `2πn + φ`. -/
def IsAndreevLevel (L v Δ : ℝ) (n : ℤ) (φ E : ℝ) : Prop :=
  |E| ≤ Δ ∧ roundTripPhase L v Δ E = 2 * π * n + φ
```

An Andreev level is an energy with $|E|\le\Delta$ and $\theta(E)=2\pi n+\varphi$, where $n$ is an integer (`ℤ`). The gap edges are included by convention: a solution with $|E|=\Delta$ does not decay into the superconductors, so it is not a bound state. Lean's `arccos` accepts every real number, so the gap condition is stated separately.

This quantization condition is assumed, not derived from the Bogoliubov–de Gennes equations. It describes one non-interacting channel with perfect interfaces, constant velocity and one direction of circulation; the opposite direction has $\varphi\to-\varphi$.

```lean
/-- The phase `c = 2πn + π + φ` that labels a rung of the ladder. -/
def ladderPhase (n : ℤ) (φ : ℝ) : ℝ := 2 * π * n + π + φ
```

With $c=2\pi n+\pi+\varphi$, the condition reads $\theta(E)=c-\pi$.

## Two inequalities for the arcsine

```lean
/-- Jordan's inequality for the arcsine: `|arcsin x| ≤ (π/2)|x|` for `|x| ≤ 1`. -/
theorem abs_arcsin_le {x : ℝ} (hx : |x| ≤ 1) : |Real.arcsin x| ≤ π / 2 * |x| := by
  have key : ∀ y : ℝ, 0 ≤ y → y ≤ 1 → Real.arcsin y ≤ π / 2 * y := by
    intro y h0 h1
    have h := Real.mul_le_sin (Real.arcsin_nonneg.2 h0) (Real.arcsin_le_pi_div_two y)
    rw [Real.sin_arcsin (by linarith) h1] at h
    calc Real.arcsin y = π / 2 * (2 / π * Real.arcsin y) := by field_simp
      _ ≤ π / 2 * y := mul_le_mul_of_nonneg_left h (by positivity)
  rcases le_total 0 x with h | h
  · rw [abs_of_nonneg h, abs_of_nonneg (Real.arcsin_nonneg.2 h)]
    exact key x h (abs_le.1 hx).2
  · rw [abs_of_nonpos h, abs_of_nonpos (Real.arcsin_nonpos.2 h), ← Real.arcsin_neg]
    exact key (-x) (by linarith) (by linarith [(abs_le.1 hx).1])
```

A `theorem` lists its hypotheses before the last colon and its claim after it; the proof follows `:=`. Here `hx` is the hypothesis $|x|\le1$.

Jordan's inequality says $\sin\alpha\ge 2\alpha/\pi$ on $[0,\pi/2]$. Setting $\alpha=\arcsin y$ gives $\arcsin y\le\frac{\pi}{2}y$ for $0\le y\le1$, which is `key`. Oddness covers negative $x$.

```lean
/-- For `Δ > 0` and energies `E₁ ≤ E₂` in the closed gap, the round-trip phase at `E₂` minus that at
`E₁` is at least `2(L/v + 1/Δ)(E₂ - E₁)`. -/
theorem phase_growth (L v : ℝ) {Δ E₁ E₂ : ℝ} (hΔ : 0 < Δ) (h₁ : |E₁| ≤ Δ) (h₂ : |E₂| ≤ Δ)
    (h : E₁ ≤ E₂) :
    2 * (L / v + 1 / Δ) * (E₂ - E₁) ≤ roundTripPhase L v Δ E₂ - roundTripPhase L v Δ E₁ := by
  have bound : ∀ E : ℝ, |E| ≤ Δ → -1 ≤ E / Δ ∧ E / Δ ≤ 1 := by
    intro E hE
    rw [le_div_iff₀ hΔ, div_le_iff₀ hΔ]
    constructor <;> linarith [(abs_le.1 hE).1, (abs_le.1 hE).2]
  have hxy : E₁ / Δ ≤ E₂ / Δ := div_le_div_of_nonneg_right h hΔ.le
  have hab := Real.monotone_arcsin hxy
  -- the sine contracts distances, so the arcsine expands them
  have hs := Real.sin_sub_sin (Real.arcsin (E₂ / Δ)) (Real.arcsin (E₁ / Δ))
  rw [Real.sin_arcsin (bound E₂ h₂).1 (bound E₂ h₂).2,
    Real.sin_arcsin (bound E₁ h₁).1 (bound E₁ h₁).2] at hs
  have h0 : 0 ≤ (Real.arcsin (E₂ / Δ) - Real.arcsin (E₁ / Δ)) / 2 := by linarith
  have hle := Real.sin_le h0
  have hnn := Real.sin_nonneg_of_nonneg_of_le_pi h0 (by
    linarith [Real.arcsin_le_pi_div_two (E₂ / Δ), Real.neg_pi_div_two_le_arcsin (E₁ / Δ),
      Real.pi_pos])
  have hc := mul_le_mul_of_nonneg_left
    (Real.cos_le_one ((Real.arcsin (E₂ / Δ) + Real.arcsin (E₁ / Δ)) / 2)) hnn
  have e : 2 * (L / v + 1 / Δ) * (E₂ - E₁)
      = (2 * E₂ * L / v - 2 * E₁ * L / v) + 2 * (E₂ / Δ - E₁ / Δ) := by ring
  unfold roundTripPhase
  rw [e, Real.arccos_eq_pi_div_two_sub_arcsin, Real.arccos_eq_pi_div_two_sub_arcsin]
  linarith
```

For $E_1\le E_2$ in the gap, the claim is
$$\theta(E_2)-\theta(E_1)\ge 2\left(\frac Lv+\frac1\Delta\right)(E_2-E_1).$$
Let $a_i=\arcsin(E_i/\Delta)$, so $a_1\le a_2$. Then
$$\frac{E_2-E_1}{\Delta}=2\sin\frac{a_2-a_1}{2}\cos\frac{a_2+a_1}{2}\le a_2-a_1,$$
because the sine factor is non-negative and at most its argument, and the cosine is at most 1. Since $\arccos x=\pi/2-\arcsin x$,
$$\theta(E)=\frac{2EL}{v}-\pi+2\arcsin\frac E\Delta,$$
and subtracting the two phases gives the claim. The final `linarith` combines these linear inequalities.

## Exactly one level

```lean
/-- For positive `L`, `v`, `Δ` there is exactly one Andreev level with integer `n` at phase
difference `φ` if and only if `|2πn + π + φ| ≤ 2ΔL/v + π`. -/
theorem existsUnique_level_iff {L v Δ : ℝ} (hL : 0 < L) (hv : 0 < v) (hΔ : 0 < Δ)
    (n : ℤ) (φ : ℝ) :
    (∃! E, IsAndreevLevel L v Δ n φ E) ↔ |ladderPhase n φ| ≤ 2 * Δ * L / v + π := by
  have hr : 0 < 2 * (L / v + 1 / Δ) := by positivity
  have hlo : roundTripPhase L v Δ (-Δ) = -(2 * Δ * L / v) - 2 * π := by
    unfold roundTripPhase
    rw [neg_div, div_self hΔ.ne', Real.arccos_neg_one]
    ring
  have hhi : roundTripPhase L v Δ Δ = 2 * Δ * L / v := by
    unfold roundTripPhase
    rw [div_self hΔ.ne', Real.arccos_one]
    ring
  constructor
  · -- the phase of a level lies between its values at the two gap edges
    rintro ⟨E, ⟨hE, hq⟩, -⟩
    obtain ⟨hE1, hE2⟩ := abs_le.1 hE
    have g1 := phase_growth L v hΔ (by simp [abs_of_pos hΔ] : |(-Δ)| ≤ Δ) hE hE1
    have g2 := phase_growth L v hΔ hE (abs_of_pos hΔ).le hE2
    have p1 := mul_nonneg hr.le (sub_nonneg.2 hE1)
    have p2 := mul_nonneg hr.le (sub_nonneg.2 hE2)
    rw [hlo, hq] at g1
    rw [hhi, hq] at g2
    unfold ladderPhase
    exact abs_le.2 ⟨by linarith, by linarith⟩
  · intro h
    unfold ladderPhase at h
    obtain ⟨h1, h2⟩ := abs_le.1 h
    have hcont : Continuous (roundTripPhase L v Δ) :=
      (((continuous_const.mul continuous_id).mul continuous_const).div_const v).sub
        (continuous_const.mul (Real.continuous_arccos.comp (continuous_id.div_const Δ)))
    -- existence by the intermediate value theorem
    obtain ⟨E, hE, hq⟩ := intermediate_value_Icc (by linarith : -Δ ≤ Δ) hcont.continuousOn
      (show 2 * π * n + φ ∈ Icc (roundTripPhase L v Δ (-Δ)) (roundTripPhase L v Δ Δ) by
        rw [hlo, hhi]
        exact ⟨by linarith, by linarith⟩)
    have hE' : |E| ≤ Δ := abs_le.2 ⟨hE.1, hE.2⟩
    refine ⟨E, ⟨hE', hq⟩, ?_⟩
    -- uniqueness by growth of the phase
    rintro F ⟨hF, hqF⟩
    by_contra hne
    rcases lt_or_gt_of_ne hne with hlt | hlt
    · linarith [phase_growth L v hΔ hF hE' hlt.le, mul_pos hr (sub_pos.2 hlt)]
    · linarith [phase_growth L v hΔ hE' hF hlt.le, mul_pos hr (sub_pos.2 hlt)]
```

The symbol `∃!` means "there is exactly one". At the gap edges,
$$\theta(-\Delta)=-\frac{2\Delta L}{v}-2\pi,\qquad \theta(\Delta)=\frac{2\Delta L}{v}.$$
These are `hlo` and `hhi`. Since $\theta$ increases, a level requires $c-\pi$ to lie between them, which is $|c|\le 2\Delta L/v+\pi$. Conversely, $\theta$ is continuous, so the intermediate value theorem supplies a level. Two different levels would have different phases, by the growth bound.

In a numerical calculation, this inequality selects the integers $n$ to loop over; equality gives a gap-edge solution, which is not a bound state and can be left out. For each one, $\theta(E)-2\pi n-\varphi$ is non-positive at $-\Delta$ and non-negative at $\Delta$, so bisection on $[-\Delta,\Delta]$ finds the level. Bisection also avoids the infinite slope of the arccosine at the gap edges, which can trouble Newton's method. A second loop with $-\varphi$ in place of $\varphi$ gives the levels of the opposite direction of circulation.

## Distance from the ladder

```lean
/-- For positive `L`, `v`, `Δ` an Andreev level differs from the ladder energy `vc/(2L)`,
`c = 2πn + π + φ`, by at most `πv|E|/(2LΔ)`. -/
theorem ladder_error {L v Δ φ E : ℝ} {n : ℤ} (hL : 0 < L) (hv : 0 < v) (hΔ : 0 < Δ)
    (h : IsAndreevLevel L v Δ n φ E) :
    |E - v * ladderPhase n φ / (2 * L)| ≤ π * v * |E| / (2 * L * Δ) := by
  obtain ⟨hE, hq⟩ := h
  unfold roundTripPhase at hq
  rw [Real.arccos_eq_pi_div_two_sub_arcsin] at hq
  have h1 : v * (2 * E * L / v) = 2 * E * L := by field_simp
  have h2 : L * L⁻¹ = 1 := mul_inv_cancel₀ hL.ne'
  have hc : v * ladderPhase n φ = 2 * E * L + 2 * v * Real.arcsin (E / Δ) := by
    unfold ladderPhase
    linear_combination h1 - v * hq
  -- the deviation from the ladder is the arcsine term
  have e : E - v * ladderPhase n φ / (2 * L) = -(v / L * Real.arcsin (E / Δ)) := by
    rw [hc]
    linear_combination (-E) * h2
  have hx : |E / Δ| ≤ 1 := by
    rw [abs_div, abs_of_pos hΔ, div_le_iff₀ hΔ]
    linarith
  rw [e, abs_neg, abs_mul, abs_of_pos (div_pos hv hL)]
  calc v / L * |Real.arcsin (E / Δ)| ≤ v / L * (π / 2 * |E / Δ|) :=
        mul_le_mul_of_nonneg_left (abs_arcsin_le hx) (by positivity)
    _ = π * v * |E| / (2 * L * Δ) := by
        rw [abs_div, abs_of_pos hΔ]
        field_simp
```

The quantization condition becomes $c=2EL/v+2\arcsin(E/\Delta)$, hence
$$E-\frac{vc}{2L}=-\frac vL\arcsin\frac E\Delta.$$
The arcsine bound limits the right side to $\pi v|E|/(2L\Delta)$ in size. At a gap edge the deviation is $\pi v/(2L)$, half a ladder spacing, so the deviation is small compared with the spacing only for $|E|\ll\Delta$.

```lean
/-- For positive `L`, `v`, `Δ` an Andreev level satisfies `|E| ≤ v|c|/(2(L + v/Δ))` with
`c = 2πn + π + φ`: the length is enlarged by `v/Δ`. -/
theorem abs_level_le {L v Δ φ E : ℝ} {n : ℤ} (hL : 0 < L) (hv : 0 < v) (hΔ : 0 < Δ)
    (h : IsAndreevLevel L v Δ n φ E) :
    |E| ≤ v * |ladderPhase n φ| / (2 * (L + v / Δ)) := by
  obtain ⟨hE, hq⟩ := h
  have hz : roundTripPhase L v Δ 0 = -π := by
    unfold roundTripPhase
    rw [zero_div, Real.arccos_zero]
    ring
  have h0 : |(0 : ℝ)| ≤ Δ := by rw [abs_zero]; exact hΔ.le
  -- compare the phase at `E` with the phase at the Fermi level
  have key : 2 * (L / v + 1 / Δ) * |E| ≤ |ladderPhase n φ| := by
    rcases le_total 0 E with hs | hs
    · have g := phase_growth L v hΔ h0 hE hs
      rw [hz, hq, sub_zero] at g
      rw [abs_of_nonneg hs]
      refine le_trans ?_ (le_abs_self _)
      unfold ladderPhase
      linarith
    · have g := phase_growth L v hΔ hE h0 hs
      rw [hz, hq, zero_sub] at g
      rw [abs_of_nonpos hs]
      refine le_trans ?_ (neg_le_abs _)
      unfold ladderPhase
      linarith
  have h1 : v * (L / v) = L := by field_simp
  rw [le_div_iff₀ (by positivity)]
  calc |E| * (2 * (L + v / Δ)) = v * (2 * (L / v + 1 / Δ) * |E|) := by
        linear_combination (-2 * |E|) * h1
    _ ≤ v * |ladderPhase n φ| := mul_le_mul_of_nonneg_left key hv.le
```

Since $\theta(0)=-\pi$, we have $\theta(E)-\theta(0)=c$. The growth bound, applied between $0$ and $E$ for either sign of $E$, gives $2(L/v+1/\Delta)|E|\le|c|$. Multiplying by $v$ and dividing gives
$$|E|\le\frac{v|c|}{2(L+v/\Delta)}.$$
The added length $v/\Delta$ is, up to a numerical factor, the coherence length of a clean superconductor with this velocity.

```lean
/-- For positive `L`, `v`, `Δ` and equal `φ`, the level with integer `n + 1` lies above the level
with integer `n`, by at most `πv/(L + v/Δ)`. -/
theorem level_spacing {L v Δ φ E F : ℝ} {n : ℤ} (hL : 0 < L) (hv : 0 < v) (hΔ : 0 < Δ)
    (hE : IsAndreevLevel L v Δ n φ E) (hF : IsAndreevLevel L v Δ (n + 1) φ F) :
    E < F ∧ F - E ≤ π * v / (L + v / Δ) := by
  obtain ⟨hE, hq⟩ := hE
  obtain ⟨hF, hqF⟩ := hF
  push_cast at hqF
  have hr : 0 < 2 * (L / v + 1 / Δ) := by positivity
  have hlt : E < F := by
    by_contra hn
    have hle := not_lt.1 hn
    linarith [phase_growth L v hΔ hF hE hle, mul_nonneg hr.le (sub_nonneg.2 hle), Real.pi_pos]
  refine ⟨hlt, ?_⟩
  have g : (L / v + 1 / Δ) * (F - E) ≤ π := by
    linarith [phase_growth L v hΔ hE hF hlt.le]
  have h1 : v * (L / v) = L := by field_simp
  rw [le_div_iff₀ (by positivity)]
  calc (F - E) * (L + v / Δ) = v * ((L / v + 1 / Δ) * (F - E)) := by
        linear_combination (-(F - E)) * h1
    _ ≤ v * π := mul_le_mul_of_nonneg_left g hv.le
    _ = π * v := mul_comm _ _
```

Let $E$ and $F$ be the levels for $n$ and $n+1$. Their phases differ by $2\pi$. If $F\le E$, growth would give $\theta(F)\le\theta(E)$, a contradiction. So $E<F$, and $2(L/v+1/\Delta)(F-E)\le2\pi$, which rearranges to $F-E\le\pi v/(L+v/\Delta)$.

```lean
/-- Long-junction ladder: for positive `v`, `Δ` and fixed `n`, `φ`, the level `E(L)` satisfies
`L E(L) → v(2πn + π + φ)/2` as the length `L` grows. -/
theorem long_junction_limit {v Δ φ : ℝ} {n : ℤ} (hv : 0 < v) (hΔ : 0 < Δ) (E : ℝ → ℝ)
    (h : ∀ᶠ L in atTop, IsAndreevLevel L v Δ n φ (E L)) :
    Tendsto (fun L => L * E L) atTop (𝓝 (v * ladderPhase n φ / 2)) := by
  have hden : Tendsto (fun L : ℝ => 2 * (L + v / Δ)) atTop atTop :=
    (tendsto_atTop_add_const_right atTop (v / Δ) tendsto_id).const_mul_atTop
      (by norm_num : (0 : ℝ) < 2)
  have hg : Tendsto (fun L : ℝ => π * v / (2 * Δ) *
      (v * |ladderPhase n φ| / (2 * (L + v / Δ)))) atTop (𝓝 0) := by
    have := (tendsto_const_nhds (x := v * |ladderPhase n φ|)).div_atTop hden
    simpa only [mul_zero] using this.const_mul (π * v / (2 * Δ))
  rw [tendsto_iff_norm_sub_tendsto_zero]
  refine squeeze_zero' (Eventually.of_forall fun L => norm_nonneg _) ?_ hg
  filter_upwards [h, eventually_gt_atTop 0] with L hlev hL
  have e : L * E L - v * ladderPhase n φ / 2
      = L * (E L - v * ladderPhase n φ / (2 * L)) := by
    have h1 : L * (v * ladderPhase n φ / (2 * L)) = v * ladderPhase n φ / 2 := by field_simp
    rw [mul_sub, h1]
  rw [Real.norm_eq_abs, e, abs_mul, abs_of_pos hL]
  -- the ladder error times `L` is proportional to `|E|`, which vanishes
  calc L * |E L - v * ladderPhase n φ / (2 * L)| ≤ L * (π * v * |E L| / (2 * L * Δ)) :=
        mul_le_mul_of_nonneg_left (ladder_error hL hv hΔ hlev) hL.le
    _ = π * v / (2 * Δ) * |E L| := by field_simp
    _ ≤ π * v / (2 * Δ) * (v * |ladderPhase n φ| / (2 * (L + v / Δ))) :=
        mul_le_mul_of_nonneg_left (abs_level_le hL hv hΔ hlev) (by positivity)

end

end LongJunctionAndreev
```

Here `E` is a function of length, and `∀ᶠ L in atTop` means "for all sufficiently large $L$". `Tendsto` states the limit $L\,E(L)\to vc/2$ at fixed $n$ and $\varphi$. Multiplying the ladder error by $L$ and inserting the bound on $|E|$,
$$\left|L\,E(L)-\frac{vc}{2}\right|\le\frac{\pi v}{2\Delta}|E(L)|\le\frac{\pi v}{2\Delta}\,\frac{v|c|}{2(L+v/\Delta)}\to0.$$
`squeeze_zero'` completes the argument. In a long junction, $L\gg v/\Delta$, the low-lying levels of this idealised single channel therefore approach, for the direction of circulation used here (the opposite direction has $-\varphi$),
$$E\approx\frac vL\left[\pi\left(n+\tfrac12\right)+\frac\varphi2\right].$$

```lean
#print axioms LongJunctionAndreev.existsUnique_level_iff
-- 'LongJunctionAndreev.existsUnique_level_iff' depends on axioms: [propext, Classical.choice, Quot.sound]
#print axioms LongJunctionAndreev.level_spacing
-- 'LongJunctionAndreev.level_spacing' depends on axioms: [propext, Classical.choice, Quot.sound]
#print axioms LongJunctionAndreev.long_junction_limit
-- 'LongJunctionAndreev.long_junction_limit' depends on axioms: [propext, Classical.choice, Quot.sound]
```
